# The Wronskian and cross product of spherical Bessel functions away from the origin

Outside a spherical potential of range $a$, with no Coulomb tail, a radial wave of wavenumber $k>0$ has the form $R(r)=A\,j_l(kr)+B\,y_l(kr)$. The phase shift follows from $A$ and $B$, which are found by matching value and slope at $r=a$. If $j_l y_l'-j_l'y_l$ vanished at $x=ka$, the two matching equations would be singular: some interior solutions could not be matched at all, and others would leave $A$ and $B$ undetermined. This never happens, because for every $l=0,1,2,\dots$ and every real $x\neq0$

$$j_{l+1}y_l-j_ly_{l+1}=\frac1{x^2},\qquad j_ly_l'-j_l'y_l=\frac1{x^2}.$$

Consequently $j_l$ and $j_{l+1}$ share no zero at $x\ne0$, and every zero of $j_l$ there is simple.

## From two closed forms to all orders

Both families obey the recurrence $f_{l+2}=(2l+3)f_{l+1}/x-f_l$. They start from

$$j_0=\frac{\sin x}{x},\quad j_1=\frac{\sin x}{x^2}-\frac{\cos x}{x},\qquad y_0=-\frac{\cos x}{x},\quad y_1=-\frac{\cos x}{x^2}-\frac{\sin x}{x}.$$

**Derivatives of the starting functions.** Let $S'=C$ and $C'=-S$, and put $f_0=S/x$, $f_1=S/x^2-C/x$. The choice $(S,C)=(\sin,\cos)$ gives $j$, and $(-\cos,\sin)$ gives $y$. Then

$$f_0'=\frac Cx-\frac S{x^2}=-f_1,\qquad f_1'=\frac{2C}{x^2}-\frac{2S}{x^3}+\frac Sx=f_0-\frac{2f_1}x.$$

**Ladder relations.** These are the case $l=0$ of

$$f_l'=\frac{l f_l}x-f_{l+1},\qquad f_{l+1}'=f_l-\frac{(l+2)f_{l+1}}x.$$

Assume both at $l$. The first at $l+1$ is the second at $l$, rewritten with the recurrence:

$$\frac{(l+1)f_{l+1}}x-f_{l+2}=f_l-\frac{(l+2)f_{l+1}}x=f_{l+1}'.$$

For the second, differentiate the recurrence and insert both assumptions:

$$\begin{aligned}f_{l+2}'&=(2l+3)\left(\frac{f_{l+1}'}x-\frac{f_{l+1}}{x^2}\right)-f_l'\\&=f_{l+1}+\frac{(l+3)f_l}x-\frac{(2l+3)(l+3)f_{l+1}}{x^2}\\&=f_{l+1}-\frac{(l+3)f_{l+2}}x.\end{aligned}$$

**Radial equation.** Since $x^2f_l'=l x f_l-x^2f_{l+1}$,

$$\begin{aligned}(x^2f_l')'&=l f_l+l x f_l'-2x f_{l+1}-x^2f_{l+1}'\\&=l f_l+l^2f_l-l x f_{l+1}-2x f_{l+1}-x^2f_l+(l+2)x f_{l+1}\\&=(l(l+1)-x^2)f_l.\end{aligned}$$

This is the free radial Schrödinger equation in the variable $x=kr$.

**Cross product.** Write $D_l=j_{l+1}y_l-j_ly_{l+1}$. In $D_{l+1}$ the terms with $2l+3$ cancel:

$$D_{l+1}=j_{l+2}y_{l+1}-j_{l+1}y_{l+2}=-j_ly_{l+1}+j_{l+1}y_l=D_l.$$

In $D_0$ the products $\sin x\cos x/x^3$ cancel, which leaves $(\cos^2x+\sin^2x)/x^2=1/x^2$.

**Wronskian and zeros.** By the first ladder relation,

$$j_l\left(\frac{l y_l}x-y_{l+1}\right)-\left(\frac{l j_l}x-j_{l+1}\right)y_l=D_l.$$

If $j_l=j_{l+1}=0$ at some $x\neq0$, then $D_l=0$, a contradiction. If $j_l=j_l'=0$, the Wronskian gives the same contradiction.

## The values at $x=\pi$, and the failure at the origin

At $x=\pi$ the closed forms give $j_0=0$, $j_1=1/\pi$, $y_0=1/\pi$ and $y_1=1/\pi^2$, so $D_0=1/\pi^2$. One step of the recurrence gives $j_2=3/\pi^2$ and $y_2=3/\pi^3-1/\pi$, and

$$D_1=\frac3{\pi^4}-\frac1\pi\left(\frac3{\pi^3}-\frac1\pi\right)=\frac1{\pi^2}.$$

The zero of $j_0$ at $\pi$ is simple, with slope $-j_1(\pi)=-1/\pi$.

Without the condition $x\neq0$ the statements about zeros fail. Extended continuously to the origin, $j_1\approx x/3$ and $j_2\approx x^2/15$ both vanish there, and the zero of $j_2$ is double.

## The recurrence and its two families in Lean

```lean
import Mathlib

open Topology

namespace SphericalBessel

noncomputable section
```

The recurrence is a function of its two starting functions, so that one proof can serve both families. The order `l` is a natural number and the argument is real.

```lean
/-- The upward recurrence `f_(l+2) = (2l+3) f_(l+1) / x - f_l`, started from the functions
`f₀` and `f₁` of orders zero and one; its domain is `x ≠ 0`. -/
def upward (f₀ f₁ : ℝ → ℝ) : ℕ → ℝ → ℝ
  | 0 => f₀
  | 1 => f₁
  | l + 2 => fun x => (2 * (l : ℝ) + 3) * upward f₀ f₁ (l + 1) x / x - upward f₀ f₁ l x
```

The physical functions are obtained by inserting the closed forms. The minus sign in `sphY` fixes the convention $y_0=-\cos x/x$; the opposite convention would reverse the sign of both identities.

```lean
/-- The spherical Bessel function `j_l`, on the domain `x ≠ 0`. -/
def sphJ : ℕ → ℝ → ℝ :=
  upward (fun x => Real.sin x / x) (fun x => Real.sin x / x ^ 2 - Real.cos x / x)

/-- The spherical Neumann function `y_l`, on the domain `x ≠ 0`. -/
def sphY : ℕ → ℝ → ℝ :=
  upward (fun x => -Real.cos x / x) (fun x => -Real.cos x / x ^ 2 - Real.sin x / x)
```

## Derivatives and the radial equation

`HasDerivAt f d x` says that `f` is differentiable at `x` with derivative `d`. The next lemma is the calculation with $S$ and $C$. The quotient rule supplies a derivative, and `linear_combination` reduces it to the stated form using $x\,x^{-1}=1$.

```lean
/-- If `S' = C` and `C' = -S` at a point `x ≠ 0`, then `f₀ = S/x` and `f₁ = S/x² - C/x` satisfy
`f₀' = -f₁` and `f₁' = f₀ - 2 f₁/x` there. -/
theorem seed_derivs {S C : ℝ → ℝ} {x : ℝ} (hS : HasDerivAt S (C x) x)
    (hC : HasDerivAt C (-S x) x) (hx : x ≠ 0) :
    HasDerivAt (fun t => S t / t) (-(S x / x ^ 2 - C x / x)) x ∧
    HasDerivAt (fun t => S t / t ^ 2 - C t / t)
      (S x / x - 2 * (S x / x ^ 2 - C x / x) / x) x := by
  have hi := mul_inv_cancel₀ hx
  have hsq : HasDerivAt (fun t : ℝ => t ^ 2) (2 * x) x := by
    simpa using hasDerivAt_pow 2 x
  constructor
  · refine (hS.fun_div (hasDerivAt_id' x) hx).congr_deriv ?_
    linear_combination (C x * x⁻¹) * hi
  · refine ((hS.fun_div hsq (pow_ne_zero 2 hx)).fun_sub
      (hC.fun_div (hasDerivAt_id' x) hx)).congr_deriv ?_
    linear_combination (C x * x⁻¹ ^ 2 * (x * x⁻¹ + 1) - 2 * S x * x⁻¹ ^ 3 + S x * x⁻¹) * hi
```

The ladder relations are proved by the induction above. The second half of the successor case differentiates the recurrence itself.

```lean
/-- Ladder relations: if `f₀' = -f₁` and `f₁' = f₀ - 2 f₁/x` away from the origin, then the
recurrence gives `f_l' = l f_l/x - f_(l+1)` and `f_(l+1)' = f_l - (l+2) f_(l+1)/x` for all `l`
and all `x ≠ 0`. -/
theorem ladder {f₀ f₁ : ℝ → ℝ} (h₀ : ∀ x, x ≠ 0 → HasDerivAt f₀ (-f₁ x) x)
    (h₁ : ∀ x, x ≠ 0 → HasDerivAt f₁ (f₀ x - 2 * f₁ x / x) x) (l : ℕ) {x : ℝ} (hx : x ≠ 0) :
    HasDerivAt (upward f₀ f₁ l) (l * upward f₀ f₁ l x / x - upward f₀ f₁ (l + 1) x) x ∧
    HasDerivAt (upward f₀ f₁ (l + 1))
      (upward f₀ f₁ l x - (l + 2) * upward f₀ f₁ (l + 1) x / x) x := by
  induction l with
  | zero =>
    refine ⟨(h₀ x hx).congr_deriv ?_, (h₁ x hx).congr_deriv ?_⟩ <;> simp [upward]
  | succ l ih =>
    obtain ⟨ha, hb⟩ := ih
    have hrec : upward f₀ f₁ (l + 1 + 1) x =
        (2 * (l : ℝ) + 3) * upward f₀ f₁ (l + 1) x / x - upward f₀ f₁ l x := rfl
    refine ⟨hb.congr_deriv ?_, ?_⟩
    · rw [hrec]
      push_cast
      ring
    · -- differentiate the recurrence itself
      have hd := ((hb.const_mul (2 * (l : ℝ) + 3)).fun_div (hasDerivAt_id' x) hx).fun_sub ha
      refine (show HasDerivAt (upward f₀ f₁ (l + 1 + 1)) _ x from hd).congr_deriv ?_
      rw [hrec]
      push_cast
      linear_combination ((2 * (l : ℝ) + 3) * upward f₀ f₁ l x * x⁻¹
        - (2 * (l : ℝ) + 3) * (l + 2) * upward f₀ f₁ (l + 1) x * x⁻¹ ^ 2) * mul_inv_cancel₀ hx
```

The hypotheses on `f₀` and `f₁` hold for both families:

```lean
/-- For `x ≠ 0` the pairs `j_0, j_1` and `y_0, y_1` both satisfy `f₀' = -f₁` and
`f₁' = f₀ - 2 f₁/x`. -/
theorem ladder_witness {x : ℝ} (hx : x ≠ 0) :
    (HasDerivAt (sphJ 0) (-sphJ 1 x) x ∧
      HasDerivAt (sphJ 1) (sphJ 0 x - 2 * sphJ 1 x / x) x) ∧
    (HasDerivAt (sphY 0) (-sphY 1 x) x ∧
      HasDerivAt (sphY 1) (sphY 0 x - 2 * sphY 1 x / x) x) :=
  ⟨seed_derivs (Real.hasDerivAt_sin x) (Real.hasDerivAt_cos x) hx,
    seed_derivs (S := fun t => -Real.cos t) (C := Real.sin)
      ((Real.hasDerivAt_cos x).fun_neg.congr_deriv (neg_neg _))
      ((Real.hasDerivAt_sin x).congr_deriv (neg_neg _).symm) hx⟩
```

For the radial equation, the ladder formula must replace the first derivative throughout a neighbourhood of `x`, not only at the point, before differentiating again. That is the role of `hev`.

```lean
/-- If `f₀' = -f₁` and `f₁' = f₀ - 2 f₁/x` away from the origin, every `f_l` of the recurrence
obeys `(x² f_l')' = (l(l+1) - x²) f_l` at `x ≠ 0`. -/
theorem radial_of_seeds {f₀ f₁ : ℝ → ℝ} (h₀ : ∀ x, x ≠ 0 → HasDerivAt f₀ (-f₁ x) x)
    (h₁ : ∀ x, x ≠ 0 → HasDerivAt f₁ (f₀ x - 2 * f₁ x / x) x) (l : ℕ) {x : ℝ} (hx : x ≠ 0) :
    HasDerivAt (fun t => t ^ 2 * deriv (upward f₀ f₁ l) t)
      ((l * (l + 1) - x ^ 2) * upward f₀ f₁ l x) x := by
  obtain ⟨ha, hb⟩ := ladder h₀ h₁ l hx
  -- near `x` the first derivative is given by the ladder relation
  have hev : (fun t => t ^ 2 * deriv (upward f₀ f₁ l) t) =ᶠ[𝓝 x]
      fun t => (l : ℝ) * (t * upward f₀ f₁ l t) - t * t * upward f₀ f₁ (l + 1) t := by
    filter_upwards [isOpen_ne.mem_nhds hx] with t ht
    have ht' : t ≠ 0 := ht
    rw [(ladder h₀ h₁ l ht').1.deriv]
    linear_combination ((l : ℝ) * upward f₀ f₁ l t * t) * mul_inv_cancel₀ ht'
  have hd := (((hasDerivAt_id' x).fun_mul ha).const_mul (l : ℝ)).fun_sub
    (((hasDerivAt_id' x).fun_mul (hasDerivAt_id' x)).fun_mul hb)
  refine (hd.congr_of_eventuallyEq hev).congr_deriv ?_
  linear_combination ((l : ℝ) ^ 2 * upward f₀ f₁ l x
    + (l + 2) * upward f₀ f₁ (l + 1) x * x) * mul_inv_cancel₀ hx

/-- Both `j_l` and `y_l` solve the free radial equation `(x² f')' = (l(l+1) - x²) f`
at every `x ≠ 0`. -/
theorem free_radial_equation (l : ℕ) {x : ℝ} (hx : x ≠ 0) :
    HasDerivAt (fun t => t ^ 2 * deriv (sphJ l) t) ((l * (l + 1) - x ^ 2) * sphJ l x) x ∧
    HasDerivAt (fun t => t ^ 2 * deriv (sphY l) t) ((l * (l + 1) - x ^ 2) * sphY l x) x :=
  ⟨radial_of_seeds (fun _ ht => (ladder_witness ht).1.1)
      (fun _ ht => (ladder_witness ht).1.2) l hx,
    radial_of_seeds (fun _ ht => (ladder_witness ht).2.1)
      (fun _ ht => (ladder_witness ht).2.2) l hx⟩
```

## The two identities and the zeros

The theorem `cross_product` states $x^2D_l=1$, which for $x\neq0$ is the same as $D_l=1/x^2$. Negative `x` is included. At the origin the factor $x^2$ is zero, so the equation would read $0=1$ whatever values Lean assigns to the functions there. The base case is $\sin^2x+\cos^2x=1$; in the successor case, once the recurrence is inserted, the induction hypothesis is enough.

```lean
/-- Cross product of neighbouring orders: `x² (j_(l+1) y_l - j_l y_(l+1)) = 1` for all `l` and
all `x ≠ 0`. -/
theorem cross_product (l : ℕ) {x : ℝ} (hx : x ≠ 0) :
    x ^ 2 * (sphJ (l + 1) x * sphY l x - sphJ l x * sphY (l + 1) x) = 1 := by
  induction l with
  | zero =>
    -- the closed forms reduce the claim to `sin² + cos² = 1`
    change x ^ 2 * ((Real.sin x / x ^ 2 - Real.cos x / x) * (-Real.cos x / x)
      - Real.sin x / x * (-Real.cos x / x ^ 2 - Real.sin x / x)) = 1
    linear_combination (x ^ 2 * x⁻¹ ^ 2) * Real.sin_sq_add_cos_sq x
      + (x * x⁻¹ + 1) * mul_inv_cancel₀ hx
  | succ l ih =>
    -- the recurrence leaves the cross product unchanged
    have hj : sphJ (l + 1 + 1) x = (2 * (l : ℝ) + 3) * sphJ (l + 1) x / x - sphJ l x := rfl
    have hy : sphY (l + 1 + 1) x = (2 * (l : ℝ) + 3) * sphY (l + 1) x / x - sphY l x := rfl
    rw [hj, hy]
    linear_combination ih
```

In `wronskian`, `deriv` is the actual derivative, whose existence and value come from `ladder`. Substituting it turns the claim into `cross_product`.

```lean
/-- Wronskian of the regular and irregular waves: `x² (j_l y_l' - j_l' y_l) = 1` for all `l` and
all `x ≠ 0`. -/
theorem wronskian (l : ℕ) {x : ℝ} (hx : x ≠ 0) :
    x ^ 2 * (sphJ l x * deriv (sphY l) x - deriv (sphJ l) x * sphY l x) = 1 := by
  have hj : HasDerivAt (sphJ l) (l * sphJ l x / x - sphJ (l + 1) x) x :=
    (ladder (fun _ ht => (ladder_witness ht).1.1)
      (fun _ ht => (ladder_witness ht).1.2) l hx).1
  have hy : HasDerivAt (sphY l) (l * sphY l x / x - sphY (l + 1) x) x :=
    (ladder (fun _ ht => (ladder_witness ht).2.1)
      (fun _ ht => (ladder_witness ht).2.2) l hx).1
  rw [hj.deriv, hy.deriv]
  linear_combination cross_product l hx
```

The last two theorems substitute the supposed zeros into these identities and reach $0=1$. They concern real arguments and integer orders, and say nothing about where the zeros lie.

```lean
/-- Neighbouring spherical Bessel functions `j_l` and `j_(l+1)` have no common zero at
`x ≠ 0`. -/
theorem no_common_zero (l : ℕ) {x : ℝ} (hx : x ≠ 0) :
    ¬(sphJ l x = 0 ∧ sphJ (l + 1) x = 0) := by
  rintro ⟨h, h'⟩
  have hc := cross_product l hx
  rw [h, h'] at hc
  norm_num at hc

/-- Every zero of `j_l` at `x ≠ 0` is simple: the slope of `j_l` does not vanish there. -/
theorem simple_zero (l : ℕ) {x : ℝ} (hx : x ≠ 0) (h : sphJ l x = 0) :
    deriv (sphJ l) x ≠ 0 := by
  intro h'
  have hw := wronskian l hx
  rw [h, h'] at hw
  norm_num at hw

end

end SphericalBessel
```

```lean
#print axioms SphericalBessel.free_radial_equation
-- 'SphericalBessel.free_radial_equation' depends on axioms: [propext, Classical.choice, Quot.sound]
#print axioms SphericalBessel.cross_product
-- 'SphericalBessel.cross_product' depends on axioms: [propext, Classical.choice, Quot.sound]
#print axioms SphericalBessel.no_common_zero
-- 'SphericalBessel.no_common_zero' depends on axioms: [propext, Classical.choice, Quot.sound]
#print axioms SphericalBessel.simple_zero
-- 'SphericalBessel.simple_zero' depends on axioms: [propext, Classical.choice, Quot.sound]
```
